# A worst-case rounding-error bound for sums, set by the depth of the addition tree

## A running total that stops growing

Add the number 1 to a running total $2^{25}$ times in single precision, with rounding to nearest and ties to even. The total climbs to $2^{24} = 16\,777\,216$ and stays there, because $2^{24}+1$ lies halfway between two representable numbers and the tie rule rounds it back to $2^{24}$. The answer is half of what it should be, and nothing in the output says so. Add the same ones in pairs, then the pairs in pairs, and the result is exactly $2^{25}$.

The same ones are summed in both cases; only the order differs. An error bound that takes no account of the order must allow for the first result, so it says little about the accuracy of the second. The bound derived here depends on the order through one integer: the largest number of additions that any single term passes through.

## One relative error per addition

Floating-point arithmetic keeps a fixed number of significant digits, so an addition returns the exact sum of its two operands up to a small relative error:

$$
\mathrm{fl}(a+b) = (a+b)(1+d), \qquad |d|\le u .
$$

The constant $u$ stands for the precision of the number format. With rounding to nearest it is $2^{-24}$ in single and $2^{-53}$ in double precision. Each addition has its own $d$, and nothing else is assumed about these errors: they may conspire in the worst possible way.

An order of summation is a binary tree with the data at its leaves and an addition at each node. For a tree $t$, let $S(t)$ be the exact sum of the data, $A(t)$ the sum of their magnitudes, and $D(t)$ the depth, with $D=0$ for a single leaf. In Lean the tree is a `SumTree`, and the three quantities are `total`, `absSum` and `depth`.

The relation `Computes u t s` says that the real number $s$ is a possible result of summing along $t$. A leaf returns its datum unchanged. A node whose subtrees may return $a$ and $b$ may return $(a+b)(1+d)$ for any $|d|\le u$. One tree therefore has many possible results, and a theorem that assumes `Computes u t s` covers all of them.

## What the theorems say

The main theorem, `summation_error`, states that every possible result $s$ satisfies

$$
|s-S(t)| \le \bigl((1+u)^{D(t)}-1\bigr)\,A(t).
$$

Two standard orders are then special cases. `sequential x n` adds the $n+1$ terms $x_0,\dots,x_n$ from left to right and has exponent $n$. `pairwise x D 0` adds the $2^D$ terms $x_0,\dots,x_{2^D-1}$ by repeated halving and has exponent $D$. For $2^{20}$ terms, about a million, the exponents are $2^{20}-1$ and $20$. In single precision the factors in front of $A$ are then about $6\times10^{-2}$ and $10^{-6}$.

The theorem `summation_error_linear` gives a form that is easier to evaluate. If $u\ge 0$ and $Du<1$, the factor may be replaced by $Du/(1-Du)$.

The bound is relative to $A$, not to $|S|$. When large positive and negative contributions nearly cancel, as they can in a total energy, $A$ may greatly exceed $|S|$, and a small bound relative to $A$ still allows a large relative error in the sum. For the accumulation of energies or grid integrals in a simulation, the result limits the error made by the additions alone, with the terms taken as exact.

Errors made in computing or storing the terms have to be added separately, and overflow is excluded by the model. Compensated summation, which carries a correction term along, is a different algorithm and is not described by these trees.

## Derivation by induction over the tree

**The exact sum.** For a leaf, $|S|=A$. For a node with subtrees $l$ and $r$, the triangle inequality gives $|S(l)+S(r)|\le |S(l)|+|S(r)|\le A(l)+A(r)$. Hence $|S(t)|\le A(t)$ for every tree.

**The error.** At a leaf, $s=x$ and $D=0$, so both sides of the bound vanish. At a node, let the subtrees return $a$ and $b$, and let $m=\max(D(l),D(r))$. Since $0\le|d|\le u$, we have $u\ge0$, so raising the exponent does not lower $(1+u)^k$. Both subtrees thus obey the bound with exponent $m$:

$$
|a-S(l)|\le\bigl((1+u)^m-1\bigr)A(l),\qquad |b-S(r)|\le\bigl((1+u)^m-1\bigr)A(r).
$$

Write $S=S(l)+S(r)$ and $A=A(l)+A(r)$. The new error splits into an inherited and a fresh part:

$$
(a+b)(1+d)-S=\bigl[(a-S(l))+(b-S(r))\bigr](1+d)+S\,d .
$$

With $|1+d|\le1+u$ and $|S|\le A$, its magnitude is at most

$$
\bigl((1+u)^m-1\bigr)A\,(1+u)+A\,u=\bigl((1+u)^{m+1}-1\bigr)A ,
$$

and $m+1$ is the depth of the node.

**The two orders.** The sequential tree starts as the leaf $x_0$, and each further term adds one node above the previous tree, so $n+1$ terms give depth $n$. The pairwise tree of depth $D+1$ joins two pairwise trees of depth $D$ on consecutive blocks of $2^D$ terms, so $2^D$ terms give depth $D$.

**Attainment.** Let every $d$ equal $u\ge0$. For sequential summation with $x_0=1$ and all other terms zero, each addition multiplies the running total by $1+u$. The result is $(1+u)^n$, while $S=A=1$, so the error equals the bound. In pairwise summation every term passes through exactly $D$ additions, so the result is $(1+u)^D S$. For nonnegative data $S=A$, and again the error equals the bound.

These are worst cases of the model. Real hardware adds zero without error, so it does not produce the sequential example.

**The linear form.** We first show $(1+u)^D(1-Du)\le1$ for $u\ge0$. At $D=0$ this is an equality, and the step from $D$ to $D+1$ follows from

$$
(1+u)^{D+1}\bigl(1-(D+1)u\bigr)=(1+u)^D(1-Du)-(1+u)^D(D+1)u^2 ,
$$

because the subtracted term is nonnegative. If $Du<1$, subtracting $1-Du$ from both sides of the inequality and dividing by this positive number gives $(1+u)^D-1\le Du/(1-Du)$.

## The bound in Lean

```lean
import Mathlib

open Finset

namespace FloatingPointSummation

noncomputable section

/-- A summation order: real data at the leaves, one addition at each node. -/
inductive SumTree where
  | leaf (x : ℝ) : SumTree
  | node (l r : SumTree) : SumTree

/-- The exact sum of the data. -/
def SumTree.total : SumTree → ℝ
  | .leaf x => x
  | .node l r => l.total + r.total

/-- The sum of the magnitudes of the data. -/
def SumTree.absSum : SumTree → ℝ
  | .leaf x => |x|
  | .node l r => l.absSum + r.absSum

/-- The largest number of additions that any single datum passes through. -/
def SumTree.depth : SumTree → ℕ
  | .leaf _ => 0
  | .node l r => max l.depth r.depth + 1

/-- `Computes u t s`: the value `s` is a possible result of summing along `t` when each
addition has its own relative error of magnitude at most `u`. -/
inductive Computes (u : ℝ) : SumTree → ℝ → Prop
  | leaf (x : ℝ) : Computes u (SumTree.leaf x) x
  | node {l r : SumTree} {a b d : ℝ} (hl : Computes u l a) (hr : Computes u r b)
      (hd : |d| ≤ u) : Computes u (SumTree.node l r) ((a + b) * (1 + d))

/-- Sequential summation of the `n + 1` terms `x 0, ..., x n`, from left to right. -/
def sequential (x : ℕ → ℝ) : ℕ → SumTree
  | 0 => .leaf (x 0)
  | n + 1 => .node (sequential x n) (.leaf (x (n + 1)))

/-- Pairwise summation of the `2 ^ D` consecutive terms that start at index `k`. -/
def pairwise (x : ℕ → ℝ) : ℕ → ℕ → SumTree
  | 0, k => .leaf (x k)
  | D + 1, k => .node (pairwise x D k) (pairwise x D (k + 2 ^ D))

/-- The magnitude of the exact sum is at most the sum of the magnitudes. -/
theorem abs_total_le (t : SumTree) : |t.total| ≤ t.absSum := by
  induction t with
  | leaf x => exact le_refl |x|
  | node l r ihl ihr => exact (abs_add_le _ _).trans (add_le_add ihl ihr)

/-- For any summation order, the rounding error is at most `(1 + u) ^ depth - 1` times the
sum of the magnitudes of the data. -/
theorem summation_error {u s : ℝ} {t : SumTree} (h : Computes u t s) :
    |s - t.total| ≤ ((1 + u) ^ t.depth - 1) * t.absSum := by
  induction h with
  | leaf x => simp [SumTree.total, SumTree.depth]
  | @node l r a b d hl hr hd ihl ihr =>
    have hu : 0 ≤ u := (abs_nonneg d).trans hd
    -- both subtrees obey the bound with the larger of the two depths
    have key : ∀ (t : SumTree) (m : ℕ), t.depth ≤ m →
        ((1 + u) ^ t.depth - 1) * t.absSum ≤ ((1 + u) ^ m - 1) * t.absSum :=
      fun t m hm => mul_le_mul_of_nonneg_right
        (sub_le_sub_right (pow_le_pow_right₀ (by linarith) hm) 1)
        ((abs_nonneg _).trans (abs_total_le t))
    have hab := (abs_add_le (a - l.total) (b - r.total)).trans
      (add_le_add (ihl.trans (key l (max l.depth r.depth) (le_max_left _ _)))
        (ihr.trans (key r (max l.depth r.depth) (le_max_right _ _))))
    have hE : |l.total + r.total| ≤ l.absSum + r.absSum :=
      abs_total_le (SumTree.node l r)
    have h1 : |1 + d| ≤ 1 + u :=
      abs_le.2 ⟨by linarith [neg_abs_le d], by linarith [le_abs_self d]⟩
    simp only [SumTree.total, SumTree.absSum, SumTree.depth]
    -- inherited error, amplified by `1 + d`, plus the fresh error of this addition
    calc |(a + b) * (1 + d) - (l.total + r.total)|
        = |((a - l.total) + (b - r.total)) * (1 + d) + (l.total + r.total) * d| := by
          congr 1; ring
      _ ≤ |(a - l.total) + (b - r.total)| * |1 + d| + |l.total + r.total| * |d| := by
          rw [← abs_mul, ← abs_mul]
          exact abs_add_le _ _
      _ ≤ (((1 + u) ^ max l.depth r.depth - 1) * l.absSum
            + ((1 + u) ^ max l.depth r.depth - 1) * r.absSum) * (1 + u)
            + (l.absSum + r.absSum) * u :=
          add_le_add (mul_le_mul hab h1 (abs_nonneg _) ((abs_nonneg _).trans hab))
            (mul_le_mul hE hd (abs_nonneg _) ((abs_nonneg _).trans hE))
      _ = ((1 + u) ^ (max l.depth r.depth + 1) - 1) * (l.absSum + r.absSum) := by ring

/-- If `0 ≤ u` and `depth * u < 1`, the error is at most `depth * u / (1 - depth * u)` times the sum
of the magnitudes. -/
theorem summation_error_linear {u s : ℝ} {t : SumTree} (h : Computes u t s)
    (hu : 0 ≤ u) (hD : t.depth * u < 1) :
    |s - t.total| ≤ t.depth * u / (1 - t.depth * u) * t.absSum := by
  have key : ∀ D : ℕ, (1 + u) ^ D * (1 - D * u) ≤ 1 := by
    intro D
    induction D with
    | zero => simp
    | succ D ih =>
      have hp : 0 ≤ (1 + u) ^ D * ((D + 1) * u ^ 2) := by positivity
      push_cast
      calc (1 + u) ^ (D + 1) * (1 - (D + 1) * u)
          = (1 + u) ^ D * (1 - D * u) - (1 + u) ^ D * ((D + 1) * u ^ 2) := by ring
        _ ≤ 1 := by linarith
  refine (summation_error h).trans (mul_le_mul_of_nonneg_right ?_
    ((abs_nonneg _).trans (abs_total_le t)))
  rw [le_div_iff₀ (by linarith)]
  linarith [key t.depth]

/-- Sequential summation of `n + 1` terms has depth `n` and sums the intended data. -/
theorem sequential_data (x : ℕ → ℝ) (n : ℕ) :
    (sequential x n).depth = n ∧ (sequential x n).total = ∑ i ∈ range (n + 1), x i ∧
      (sequential x n).absSum = ∑ i ∈ range (n + 1), |x i| := by
  induction n with
  | zero => simp [sequential, SumTree.depth, SumTree.total, SumTree.absSum]
  | succ n ih =>
    obtain ⟨h1, h2, h3⟩ := ih
    refine ⟨by simp [sequential, SumTree.depth, h1], ?_, ?_⟩
    · rw [sum_range_succ, ← h2]; rfl
    · rw [sum_range_succ, ← h3]; rfl

/-- Pairwise summation of `2 ^ D` terms has depth `D` and sums the intended data. -/
theorem pairwise_data (x : ℕ → ℝ) (D k : ℕ) :
    (pairwise x D k).depth = D ∧ (pairwise x D k).total = ∑ i ∈ range (2 ^ D), x (k + i) ∧
      (pairwise x D k).absSum = ∑ i ∈ range (2 ^ D), |x (k + i)| := by
  induction D generalizing k with
  | zero => simp [pairwise, SumTree.depth, SumTree.total, SumTree.absSum]
  | succ D ih =>
    obtain ⟨h1, h2, h3⟩ := ih k
    obtain ⟨g1, g2, g3⟩ := ih (k + 2 ^ D)
    refine ⟨by simp [pairwise, SumTree.depth, h1, g1], ?_, ?_⟩
    · rw [pow_succ, mul_two, sum_range_add]
      simp only [pairwise, SumTree.total, h2, g2, add_assoc]
    · rw [pow_succ, mul_two, sum_range_add]
      simp only [pairwise, SumTree.absSum, h3, g3, add_assoc]

/-- Summing `n + 1` terms sequentially gives the error bound with exponent `n`. -/
theorem sequential_error {u s : ℝ} {x : ℕ → ℝ} {n : ℕ} (h : Computes u (sequential x n) s) :
    |s - ∑ i ∈ range (n + 1), x i| ≤ ((1 + u) ^ n - 1) * ∑ i ∈ range (n + 1), |x i| := by
  obtain ⟨h1, h2, h3⟩ := sequential_data x n
  have := summation_error h
  rwa [h1, h2, h3] at this

/-- Summing `2 ^ D` terms pairwise gives the error bound with exponent `D`. -/
theorem pairwise_error {u s : ℝ} {x : ℕ → ℝ} {D : ℕ} (h : Computes u (pairwise x D 0) s) :
    |s - ∑ i ∈ range (2 ^ D), x i| ≤ ((1 + u) ^ D - 1) * ∑ i ∈ range (2 ^ D), |x i| := by
  obtain ⟨h1, h2, h3⟩ := pairwise_data x D 0
  have := summation_error h
  rw [h1, h2, h3] at this
  simpa only [zero_add] using this

/-- For `0 ≤ u`, some possible result attains the sequential bound when the first term is one and
all others vanish. -/
theorem sequential_sharp {u : ℝ} (hu : 0 ≤ u) (n : ℕ) (x : ℕ → ℝ)
    (h0 : x 0 = 1) (hx : ∀ i, x (i + 1) = 0) :
    ∃ s, Computes u (sequential x n) s ∧
      |s - ∑ i ∈ range (n + 1), x i| = ((1 + u) ^ n - 1) * ∑ i ∈ range (n + 1), |x i| := by
  have run : ∀ m, Computes u (sequential x m) ((1 + u) ^ m) := by
    intro m
    induction m with
    | zero =>
      rw [pow_zero, ← h0]
      exact Computes.leaf (x 0)
    | succ m ih =>
      have e : (1 + u) ^ (m + 1) = ((1 + u) ^ m + x (m + 1)) * (1 + u) := by
        rw [hx]; ring
      rw [e]
      exact Computes.node ih (Computes.leaf _) (abs_of_nonneg hu).le
  refine ⟨_, run n, ?_⟩
  have hp : 1 ≤ (1 + u) ^ n := one_le_pow₀ (by linarith)
  have hS : ∑ i ∈ range (n + 1), x i = 1 := by simp [sum_range_succ', h0, hx]
  have hA : ∑ i ∈ range (n + 1), |x i| = 1 := by simp [sum_range_succ', h0, hx]
  rw [hS, hA, mul_one, abs_of_nonneg (by linarith)]

/-- For `0 ≤ u` and any nonnegative data, some possible result attains the pairwise bound. -/
theorem pairwise_sharp {u : ℝ} (hu : 0 ≤ u) (D : ℕ) (x : ℕ → ℝ) (hx : ∀ i, 0 ≤ x i) :
    ∃ s, Computes u (pairwise x D 0) s ∧
      |s - ∑ i ∈ range (2 ^ D), x i| = ((1 + u) ^ D - 1) * ∑ i ∈ range (2 ^ D), |x i| := by
  -- every addition rounds upwards by the full factor `1 + u`
  have run : ∀ m k, Computes u (pairwise x m k) ((1 + u) ^ m * (pairwise x m k).total) := by
    intro m
    induction m with
    | zero =>
      intro k
      rw [pow_zero, one_mul]
      exact Computes.leaf (x k)
    | succ m ih =>
      intro k
      have e : (1 + u) ^ (m + 1) * (pairwise x (m + 1) k).total
          = ((1 + u) ^ m * (pairwise x m k).total
            + (1 + u) ^ m * (pairwise x m (k + 2 ^ m)).total) * (1 + u) := by
        simp only [pairwise, SumTree.total]
        ring
      rw [e]
      exact Computes.node (ih k) (ih (k + 2 ^ m)) (abs_of_nonneg hu).le
  refine ⟨_, run D 0, ?_⟩
  have hT : (pairwise x D 0).total = ∑ i ∈ range (2 ^ D), x i := by
    simpa only [zero_add] using (pairwise_data x D 0).2.1
  have hA : ∑ i ∈ range (2 ^ D), |x i| = ∑ i ∈ range (2 ^ D), x i :=
    sum_congr rfl fun i _ => abs_of_nonneg (hx i)
  have hp : 0 ≤ (1 + u) ^ D - 1 := sub_nonneg.2 (one_le_pow₀ (by linarith))
  rw [hT, hA, ← sub_one_mul, abs_of_nonneg (mul_nonneg hp (sum_nonneg fun i _ => hx i))]

end

end FloatingPointSummation
```

```lean
#print axioms FloatingPointSummation.summation_error
#print axioms FloatingPointSummation.sequential_error
#print axioms FloatingPointSummation.sequential_sharp
#print axioms FloatingPointSummation.pairwise_sharp
```

```
'FloatingPointSummation.summation_error' depends on axioms: [propext, Classical.choice, Quot.sound]
'FloatingPointSummation.sequential_error' depends on axioms: [propext, Classical.choice, Quot.sound]
'FloatingPointSummation.sequential_sharp' depends on axioms: [propext, Classical.choice, Quot.sound]
'FloatingPointSummation.pairwise_sharp' depends on axioms: [propext, Classical.choice, Quot.sound]
```

## How the Lean proof follows the derivation

`abs_total_le` is the triangle inequality for the exact sum, by induction on the tree.

`summation_error` uses induction on the hypothesis `h : Computes u t s` instead. In the node case this supplies the values `a` and `b`, the rounding error `d` and the bounds for both subtrees together. The sign of $u$ comes from `hd`, which is why the theorem needs no separate assumption about it. The local statement `key` raises the exponent of a subtree to the larger depth, and `hab` combines the two inherited errors. The `calc` block then goes through the derivation in order: the split into inherited and fresh error, the triangle inequality, the insertion of the bounds, and the final identity, which `ring` confirms.

In `summation_error_linear`, `key` is the inequality $(1+u)^D(1-Du)\le1$, proved by induction on $D$. The lemma `le_div_iff₀` clears the positive denominator, after which `linarith` finishes.

`sequential_data` and `pairwise_data` each establish the depth, the exact sum and the sum of magnitudes of their tree. The pairwise induction is done for all starting indices `k` at once, since the right half starts at `k + 2 ^ D`; `sum_range_add` splits the sum into the two blocks. `sequential_error` and `pairwise_error` substitute these values into the main theorem.

The two sharpness theorems build a computation explicitly. In each, `run` shows by induction that the fully inflated value is a possible result. The equation `e` first writes that value in the form $(a+b)(1+u)$, which is the form that `Computes.node` produces. What remains is to evaluate the sums and to remove the absolute values, whose arguments are nonnegative.
